# A bound state in a hard-walled triangular well F z has kinetic energy E/3 and mean position 2E/(3F)

## The wrong split of the energy

Suppose an electron is held against a hard wall at z = 0 by the potential energy F z, and its bound-state energy is E. If E is split equally between kinetic and potential energy, as in a harmonic oscillator, the mean distance from the wall comes out as E/(2F). That is a quarter too small. In this well, with the energy counted from the potential at the wall, one third of it is kinetic and two thirds are potential.

The triangular well is a simple model of the confinement of carriers at a semiconductor interface. For one particle of constant mass in an exactly linear potential, the result gives the centroid of the charge from F and the energy E of the motion along z, without the wave function. The energy of the motion parallel to the interface is not part of E.

## The bound state and what is claimed about it

Let c = ħ²/2m, let F be the slope of the potential energy (for an electron, e times the electric field along z), and let ψ be a real wave function that satisfies, for z > 0,

−c ψ'' + F z ψ = E ψ,

with ψ(0) = 0 and ∫ψ² = 1. All integrals run over z > 0. Write

X = ∫ z ψ², T = c ∫ ψ'²

for the mean position and the kinetic energy. For c > 0 the claim is

X = 2E/(3F), T = E/3.

In Lean, `BoundState c F E ψ ψ' ψ''` collects the assumptions. The functions `ψ'` and `ψ''` are separate arguments, tied to `ψ` by `hasDeriv` and `hasDeriv'` inside the well. At the wall, besides ψ(0) = 0, only continuity of `ψ` and `ψ'` is required. The fields `position_integrable` and `kinetic_integrable` say that X and T are finite. X is `meanPosition ψ`, and T is `kineticEnergy c ψ'`.

Neither decay at infinity nor the sign of F is assumed; both are derived as far as they are needed. The theorems concern any state that meets these conditions. They do not construct one or compute the energy levels. A finite barrier, a position-dependent mass and the field of other electrons lie outside the model.

## Two total derivatives

**Energy balance.** The Schrödinger equation gives c ψ'' = (F z − E) ψ, so

(c ψ ψ')' = c ψ'² + c ψ ψ'' = c ψ'² + F z ψ² − E ψ².

The right side is integrable, so c ψ ψ' has a limit at infinity. Since |ψ ψ'| ≤ ψ² + ψ'², the function c ψ ψ' is itself integrable, and the limit must be zero. It also vanishes at the wall, where ψ = 0. Integration gives

T + F X = E.

**Virial relation.** Let

H = c ψ'² − F z ψ² + E ψ².

Then

H' = 2ψ' (c ψ'' − F z ψ + E ψ) − F ψ² = −F ψ²,

and therefore

(z H)' = H + z H' = c ψ'² − 2F z ψ² + E ψ².

This is integrable, so z H tends to some limit L. If L were not zero, |H| would exceed |L|/(2z) at large z. But H is integrable and 1/z is not, so L = 0. At the wall z H = 0 as well, and integration gives

T − 2F X + E = 0.

Inserting E = T + F X yields 2T = F X, and hence E = 3T.

**Signs.** If T were zero, ψ' would vanish everywhere by continuity, and ψ would keep its wall value 0, contrary to ∫ψ² = 1. So T > 0 and E = 3T > 0. From F X = 2T > 0 and X ≥ 0 it follows that F > 0. Division by F now gives X = 2T/F = 2E/(3F).

## Without the wall condition

Take F = 0 and, for some κ > 0,

ψ = √(2κ) e^(−κz), E = −c κ².

This function is normalised, solves the equation and has finite X and T, but ψ(0) ≠ 0. Its kinetic energy is c κ², whereas E/3 is negative. The energy balance fails because c ψ ψ' equals −2c κ² at the wall.

## A check on a numerical solver

A Schrödinger–Poisson code can be run with the potential fixed at F z before the Poisson equation is switched on. From the normalised eigenvector one computes T by differences and X by a weighted sum, and compares T/E with 1/3 and F X/E with 2/3. If the grid ends at a second hard wall at z = R, the same integration by hand gives

2T − F X = c R ψ'(R)²,

so a box that is too short leaves a deviation that persists as the grid is refined. A mistake in the code, such as different kinetic prefactors in the Hamiltonian and in T, can do the same. Once the potential is self-consistent it is no longer linear, and these ratios do not apply.

## The Lean file

```lean
import Mathlib

open Filter Topology MeasureTheory Set

namespace TriangularWell

noncomputable section

/-- A normalised real bound state `ψ` of energy `E` in the potential `F z` on the half-line
`z ≥ 0` with a hard wall at `z = 0`; `c` is the kinetic prefactor `ħ²/2m`, and `ψ'`, `ψ''` are
the first two derivatives of `ψ`. -/
structure BoundState (c F E : ℝ) (ψ ψ' ψ'' : ℝ → ℝ) : Prop where
  cont : ContinuousOn ψ (Ici 0)
  cont' : ContinuousOn ψ' (Ici 0)
  hasDeriv : ∀ z, 0 < z → HasDerivAt ψ (ψ' z) z
  hasDeriv' : ∀ z, 0 < z → HasDerivAt ψ' (ψ'' z) z
  schrodinger : ∀ z, 0 < z → -c * ψ'' z + F * z * ψ z = E * ψ z
  wall : ψ 0 = 0
  normalised : ∫ z in Ioi (0 : ℝ), ψ z ^ 2 = 1
  position_integrable : IntegrableOn (fun z => z * ψ z ^ 2) (Ioi 0)
  kinetic_integrable : IntegrableOn (fun z => ψ' z ^ 2) (Ioi 0)

/-- The mean distance of the particle from the wall, `∫ z ψ²`. -/
def meanPosition (ψ : ℝ → ℝ) : ℝ := ∫ z in Ioi (0 : ℝ), z * ψ z ^ 2

/-- The kinetic energy `c ∫ ψ'²`. -/
def kineticEnergy (c : ℝ) (ψ' : ℝ → ℝ) : ℝ := c * ∫ z in Ioi (0 : ℝ), ψ' z ^ 2

variable {c F E : ℝ} {ψ ψ' ψ'' : ℝ → ℝ}

/-- The probability density of a bound state is integrable. -/
theorem density_integrable (s : BoundState c F E ψ ψ' ψ'') :
    IntegrableOn (fun z => ψ z ^ 2) (Ioi 0) := by
  by_contra hn
  have h := s.normalised
  rw [integral_undef hn] at h
  norm_num at h

/-- Any combination of the densities `ψ'²`, `z ψ²` and `ψ²` is integrable, and its integral is
the same combination of `∫ ψ'²`, the mean position and one. -/
theorem integral_densities (s : BoundState c F E ψ ψ' ψ'') (a b d : ℝ) :
    IntegrableOn (fun z => a * ψ' z ^ 2 + b * (z * ψ z ^ 2) + d * ψ z ^ 2) (Ioi 0) ∧
    ∫ z in Ioi (0 : ℝ), (a * ψ' z ^ 2 + b * (z * ψ z ^ 2) + d * ψ z ^ 2) =
      a * (∫ z in Ioi (0 : ℝ), ψ' z ^ 2) + b * meanPosition ψ + d := by
  have h1 : Integrable (fun z => a * ψ' z ^ 2) (volume.restrict (Ioi 0)) :=
    Integrable.const_mul s.kinetic_integrable a
  have h2 : Integrable (fun z => b * (z * ψ z ^ 2)) (volume.restrict (Ioi 0)) :=
    Integrable.const_mul s.position_integrable b
  have h3 : Integrable (fun z => d * ψ z ^ 2) (volume.restrict (Ioi 0)) :=
    Integrable.const_mul (density_integrable s) d
  have h12 : Integrable (fun z => a * ψ' z ^ 2 + b * (z * ψ z ^ 2))
      (volume.restrict (Ioi 0)) := h1.add h2
  refine ⟨h12.add h3, ?_⟩
  rw [integral_add h12 h3, integral_add h1 h2, integral_const_mul, integral_const_mul,
    integral_const_mul, s.normalised, mul_one, meanPosition]

/-- If `H` and the derivative of `z H(z)` are both integrable on the half-line, then `z H(z)`
tends to zero at infinity. -/
theorem tendsto_mul_zero {H g : ℝ → ℝ} (hH : IntegrableOn H (Ioi 0))
    (hd : ∀ z ∈ Ioi (0 : ℝ), HasDerivAt (fun z => z * H z) (g z) z)
    (hg : IntegrableOn g (Ioi 0)) : Tendsto (fun z => z * H z) atTop (𝓝 0) := by
  obtain ⟨L, hL⟩ : ∃ L, Tendsto (fun z => z * H z) atTop (𝓝 L) :=
    ⟨_, tendsto_limUnder_of_hasDerivAt_of_integrableOn_Ioi hd hg⟩
  by_cases h0 : L = 0
  · rwa [h0] at hL
  exfalso
  -- a nonzero limit would make `1/z` integrable at infinity
  have hLp : 0 < |L| := abs_pos.2 h0
  have hev : ∀ᶠ z in atTop, |L| / 2 < |z * H z| :=
    hL.abs.eventually (lt_mem_nhds (half_lt_self hLp))
  obtain ⟨M, hM⟩ := eventually_atTop.1 (hev.and (eventually_gt_atTop (0 : ℝ)))
  have hMp : 0 < M := (hM M le_rfl).2
  have hHM : Integrable H (volume.restrict (Ioi M)) :=
    hH.mono_set (Ioi_subset_Ioi hMp.le)
  apply not_integrableOn_Ioi_inv (a := M)
  refine Integrable.mono' (g := fun z => 2 / |L| * |H z|) (hHM.abs.const_mul _)
    measurable_inv.aestronglyMeasurable ?_
  filter_upwards [ae_restrict_mem measurableSet_Ioi] with z hz
  obtain ⟨h1, h2⟩ := hM z (le_of_lt hz)
  rw [abs_mul, abs_of_pos h2] at h1
  rw [Real.norm_eq_abs, abs_of_pos (inv_pos.2 h2), inv_eq_one_div, div_mul_eq_mul_div,
    div_le_div_iff₀ h2 hLp]
  linarith

/-- Energy balance: the kinetic energy plus the mean potential energy `F⟨z⟩` is `E`. -/
theorem energy_balance (s : BoundState c F E ψ ψ' ψ'') :
    kineticEnergy c ψ' + F * meanPosition ψ = E := by
  obtain ⟨hi, hv⟩ := integral_densities s c F (-E)
  have hc := s.cont
  have hc' := s.cont'
  have hcont : ContinuousOn (fun z => ψ z * ψ' z) (Ici 0) := hc.mul hc'
  have hd : ∀ z ∈ Ioi (0 : ℝ), HasDerivAt (fun z => c * (ψ z * ψ' z))
      (c * ψ' z ^ 2 + F * (z * ψ z ^ 2) + -E * ψ z ^ 2) z := by
    intro z hz
    refine (((s.hasDeriv z hz).fun_mul (s.hasDeriv' z hz)).const_mul c).congr_deriv ?_
    linear_combination (-ψ z) * s.schrodinger z hz
  -- `ψ ψ'` is integrable because `ψ` and `ψ'` are square integrable
  have hprod : Integrable (fun z => ψ z * ψ' z) (volume.restrict (Ioi 0)) := by
    refine Integrable.mono' (g := fun z => ψ z ^ 2 + ψ' z ^ 2)
      (Integrable.add (density_integrable s) s.kinetic_integrable)
      ((hcont.mono Ioi_subset_Ici_self).aestronglyMeasurable measurableSet_Ioi) ?_
    refine Eventually.of_forall fun z => ?_
    rw [Real.norm_eq_abs, abs_le]
    constructor <;> nlinarith [sq_nonneg (ψ z + ψ' z), sq_nonneg (ψ z - ψ' z)]
  have hlim := tendsto_zero_of_hasDerivAt_of_integrableOn_Ioi hd hi (hprod.const_mul c)
  have hflux : ContinuousOn (fun z => c * (ψ z * ψ' z)) (Ici 0) :=
    continuousOn_const.mul hcont
  have h := integral_Ioi_of_hasDerivAt_of_tendsto
    (hflux 0 (mem_Ici.2 le_rfl)) hd hi hlim
  rw [hv, s.wall] at h
  unfold kineticEnergy
  linarith

/-- Virial theorem for the linear potential: twice the kinetic energy equals `F⟨z⟩`. -/
theorem virial (s : BoundState c F E ψ ψ' ψ'') :
    2 * kineticEnergy c ψ' = F * meanPosition ψ := by
  obtain ⟨hH, -⟩ := integral_densities s c (-F) E
  obtain ⟨hi, hv⟩ := integral_densities s c (-2 * F) E
  have hd : ∀ z ∈ Ioi (0 : ℝ), HasDerivAt
      (fun z => z * (c * ψ' z ^ 2 + -F * (z * ψ z ^ 2) + E * ψ z ^ 2))
      (c * ψ' z ^ 2 + -2 * F * (z * ψ z ^ 2) + E * ψ z ^ 2) z := by
    intro z hz
    have q : HasDerivAt (fun x => ψ x ^ 2) (2 * ψ z * ψ' z) z := by
      simpa using (s.hasDeriv z hz).fun_pow 2
    have q' : HasDerivAt (fun x => ψ' x ^ 2) (2 * ψ' z * ψ'' z) z := by
      simpa using (s.hasDeriv' z hz).fun_pow 2
    have i := hasDerivAt_id' z
    refine (i.fun_mul (((q'.const_mul c).fun_add ((i.fun_mul q).const_mul (-F))).fun_add
      (q.const_mul E))).congr_deriv ?_
    linear_combination (-2 * z * ψ' z) * s.schrodinger z hz
  have hcont : ContinuousOn
      (fun z => z * (c * ψ' z ^ 2 + -F * (z * ψ z ^ 2) + E * ψ z ^ 2)) (Ici 0) := by
    have hc := s.cont
    have hc' := s.cont'
    fun_prop
  have h := integral_Ioi_of_hasDerivAt_of_tendsto (hcont 0 (mem_Ici.2 le_rfl)) hd hi
    (tendsto_mul_zero hH hd hi)
  rw [hv, zero_mul, sub_zero] at h
  have hb := energy_balance s
  unfold kineticEnergy at hb ⊢
  linarith

/-- For `c > 0`, a bound state exists only if the field `F` pushes the particle towards the
wall, and its energy is positive. -/
theorem field_pos_and_energy_pos (hc : 0 < c) (s : BoundState c F E ψ ψ' ψ'') :
    0 < F ∧ 0 < E := by
  have hk : 0 < ∫ z in Ioi (0 : ℝ), ψ' z ^ 2 := by
    refine lt_of_le_of_ne (integral_nonneg fun z => sq_nonneg _) fun h0 => ?_
    -- without kinetic energy `ψ` would keep its wall value zero
    have hae := (integral_eq_zero_iff_of_nonneg (fun z => sq_nonneg (ψ' z))
      s.kinetic_integrable).1 h0.symm
    have hflat := Measure.eqOn_open_of_ae_eq hae isOpen_Ioi
      ((s.cont'.mono Ioi_subset_Ici_self).pow 2) continuousOn_const
    have hψ : EqOn (fun z => ψ z ^ 2) (fun _ => (0 : ℝ)) (Ioi 0) := by
      intro z hz
      have hz0 : 0 < z := hz
      obtain ⟨x, hx, hs⟩ := exists_hasDerivAt_eq_slope ψ ψ' hz0
        (s.cont.mono Icc_subset_Ici_self) (fun x hx => s.hasDeriv x hx.1)
      have hx0 : ψ' x = 0 := (pow_eq_zero_iff two_ne_zero).1 (hflat hx.1)
      rw [hx0, s.wall, sub_zero, sub_zero] at hs
      have hzero : ψ z = 0 := (div_eq_zero_iff.1 hs.symm).resolve_right hz0.ne'
      simp [hzero]
    have h := s.normalised
    rw [setIntegral_congr_fun measurableSet_Ioi hψ] at h
    simp at h
  have hT : 0 < kineticEnergy c ψ' := mul_pos hc hk
  have hm : 0 ≤ meanPosition ψ :=
    setIntegral_nonneg measurableSet_Ioi fun z hz => mul_nonneg (le_of_lt hz) (sq_nonneg _)
  have hv := virial s
  have hb := energy_balance s
  refine ⟨?_, by linarith⟩
  by_contra hF
  nlinarith [mul_nonneg (neg_nonneg.2 (not_lt.1 hF)) hm]

/-- For `c > 0`, a bound state of energy `E` in the triangular well has mean position `2E/(3F)` and
kinetic energy `E/3`. -/
theorem meanPosition_and_kineticEnergy (hc : 0 < c) (s : BoundState c F E ψ ψ' ψ'') :
    meanPosition ψ = 2 * E / (3 * F) ∧ kineticEnergy c ψ' = E / 3 := by
  have hF := (field_pos_and_energy_pos hc s).1
  have hv := virial s
  have hb := energy_balance s
  refine ⟨?_, by linarith⟩
  rw [eq_div_iff (by positivity)]
  linarith

end

end TriangularWell
```

```lean
#print axioms TriangularWell.meanPosition_and_kineticEnergy
```

```
'TriangularWell.meanPosition_and_kineticEnergy' depends on axioms: [propext, Classical.choice, Quot.sound]
```

## How the proof follows the derivation

`density_integrable` extracts the integrability of ψ² from the normalisation: Lean assigns the value 0 to the integral of a non-integrable function, so an integral equal to 1 rules that case out. `integral_densities` then integrates any combination of ψ'², z ψ² and ψ² term by term, which serves both total derivatives.

`tendsto_mul_zero` is the argument about 1/z. It first obtains the limit L, then assumes L ≠ 0 and bounds 1/z by (2/|L|) |H| beyond some point M, which contradicts `not_integrableOn_Ioi_inv`.

In `energy_balance` and `virial`, the statement `hd` is the derivative computed by hand. The product rule produces ψ'', and `linear_combination` removes it by using the Schrödinger equation multiplied by −ψ in the first case and by −2z ψ' in the second. `integral_Ioi_of_hasDerivAt_of_tendsto` is the fundamental theorem of calculus on the half-line: it turns the integral into the limit at infinity, shown beforehand to be zero, minus the value at the wall.

`field_pos_and_energy_pos` assumes ∫ψ'² = 0, which makes ψ' zero almost everywhere, and continuity makes it zero at every z > 0. The mean value theorem, `exists_hasDerivAt_eq_slope`, then carries ψ(0) = 0 to every z. The final theorem, `meanPosition_and_kineticEnergy`, solves the two linear relations with `linarith`, using F > 0 to divide.
